# The integral of the inverse quasiparticle energy 1/√(x² + D²) over x from 0 to W, with x the level energy measured from the chemical potential, is arsinh(W/D) for a constant gap D > 0

In a BCS-type pairing model with a constant real gap D, a level whose energy is x measured from the chemical potential has quasiparticle energy √(x² + D²). The theorem `integral_pairKernel` states that, for D > 0 and any real W, the integral of 1/√(x² + D²) over x from 0 to W equals arsinh(W/D). The integral carries no density of states or coupling constant. The proof is meant to show by the chain rule that arsinh(x/D) has the integrand as its derivative, check that the integrand is continuous, and then apply the fundamental theorem of calculus.

In Lean, a first try:

```lean
import Mathlib

open Filter Topology

namespace IntegralPairKernel

noncomputable section

/-- The inverse quasiparticle energy `1/√(x² + D²)` at level energy `x` and gap `D`,
for `x` and `D` not both zero. -/
def pairKernel (D x : ℝ) : ℝ := 1 / √(x ^ 2 + D ^ 2)

/-- For a positive gap `D`, the continuum pairing integral from `0` to `W` equals
`arsinh (W/D)`. -/
theorem integral_pairKernel {D : ℝ} (hD : 0 < D) (W : ℝ) :
    ∫ x in (0 : ℝ)..W, pairKernel D x = Real.arsinh (W / D) := by
  have hder : ∀ x : ℝ, HasDerivAt (fun y => Real.arsinh (y / D)) (pairKernel D x) x := by
    intro x
    have h : HasDerivAt (fun y => Real.arsinh (y / D))
        ((√(1 + (x / D) ^ 2))⁻¹ * (1 / D)) x :=
      (Real.hasDerivAt_arsinh (x / D)).comp x ((hasDerivAt_id' x).div_const D)
    refine h.congr_deriv ?_
    have hx : D * (x / D) = x := by field_simp
    have e : x ^ 2 + D ^ 2 = D ^ 2 * (1 + (x / D) ^ 2) := by
      linear_combination (-(D * (x / D) + x)) * hx
    rw [pairKernel, e, Real.sqrt_mul (sq_nonneg D), Real.sqrt_sq hD.le, one_div, one_div,
      mul_inv, mul_comm]
  have hcont : Continuous (pairKernel D) := by
    have hs : Continuous (fun x : ℝ => √(x ^ 2 + D ^ 2)) := by fun_prop
    exact continuous_const.div hs (fun x => (Real.sqrt_pos.2 (by positivity)).ne')
  rw [intervalIntegral.integral_eq_sub_of_hasDerivAt (fun x _ => hder x)
    (hcont.intervalIntegrable 0 W)]
  simp

end

end IntegralPairKernel
```

The error:

```
Main.lean:21:46: error: Application type mismatch: The argument
  HasDerivAt.div_const (hasDerivAt_id' x) D
has type
  HasDerivAt (fun x => x / D) (1 / D) x
but is expected to have type
  HasDerivAt (fun y => y / D + √(1 + (y / D) ^ 2)) (1 / D) x
in the application
  HasDerivAt.comp x ?m.94 (HasDerivAt.div_const (hasDerivAt_id' x) D)
Main.lean:21:6: error: Application type mismatch: The argument
  Real.hasDerivAt_arsinh (x / D)
has type
  HasDerivAt Real.arsinh (√(1 + (x / D) ^ 2))⁻¹ (x / D)
but is expected to have type
  HasDerivAt Real.log (√(1 + (x / D) ^ 2))⁻¹ (x / D + √(1 + (x / D) ^ 2))
in the application
  HasDerivAt.comp x (Real.hasDerivAt_arsinh (x / D))
```

Both errors come from the chain-rule step, where `HasDerivAt.comp` has to see `fun y => Real.arsinh (y / D)` as an outer function applied to an inner one. The intended split is `Real.arsinh` after `y / D`. Matching against the type stated for `h`, Lean instead unfolded `Real.arsinh` to its definition, log(x + √(1 + x²)), and took `Real.log` as the outer function and `y / D + √(1 + (y / D) ^ 2)` as the inner one. The two derivative facts supplied, for `y / D` and for `Real.arsinh`, are correct but do not fit that split, so each is rejected.

The repair states the two facts first, as `hin` and `hout`, with their functions written out. The point in `hout` is written as the inner function applied to `x`, which is the form `comp` asks for. `h` now has no stated type, so its functions come from `hout` and `hin`, and Lean no longer has to find the split from the composite. The result is the intended derivative, and the rest of the proof stands unchanged.

Lean accepts the file once it reads:

```diff
@@ -17,7 +17,8 @@
   have hder : ∀ x : ℝ, HasDerivAt (fun y => Real.arsinh (y / D)) (pairKernel D x) x := by
     intro x
-    have h : HasDerivAt (fun y => Real.arsinh (y / D))
-        ((√(1 + (x / D) ^ 2))⁻¹ * (1 / D)) x :=
-      (Real.hasDerivAt_arsinh (x / D)).comp x ((hasDerivAt_id' x).div_const D)
+    have hin : HasDerivAt (fun y : ℝ => y / D) (1 / D) x := (hasDerivAt_id' x).div_const D
+    have hout : HasDerivAt Real.arsinh (√(1 + (x / D) ^ 2))⁻¹ ((fun y : ℝ => y / D) x) :=
+      Real.hasDerivAt_arsinh (x / D)
+    have h := hout.comp x hin
     refine h.congr_deriv ?_
     have hx : D * (x / D) = x := by field_simp
```
